# The character of a single electron is the trace of its orbital transformation

For a finite set of orbitals and a square matrix `A` acting on them, the spatial character of `k` electrons with parallel spins is defined as the sum of the principal minors of `A` over all choices of `k` occupied orbitals. The lemma says that for `k = 1` this sum is the trace of `A`. The entries of `A` lie in any commutative ring, and `A` need not be unitary or even invertible. The proof first shows that the minor on a single orbital `i` is the diagonal entry `A i i`, and then turns the sum over one-element sets into a sum over orbitals.

Lean 4 with Mathlib refuses this proof:

```lean
import Mathlib

open Matrix

namespace ParticleHoleCharacters

noncomputable section

variable {n R : Type*} [Fintype n] [DecidableEq n] [CommRing R]

/-- The diagonal matrix element of the orbital transformation `A` in the Slater determinant
whose occupied orbitals, all with parallel spin, form the set `S`: the principal minor on `S`. -/
def slaterMinor (A : Matrix n n R) (S : Finset n) : R :=
  (A.submatrix (fun i : {i // i ∈ S} => i.1) (fun i : {i // i ∈ S} => i.1)).det

/-- The spatial character of `k` electrons with parallel spins: the sum of the diagonal
matrix elements over all choices of `k` occupied orbitals. -/
def highSpinCharacter (A : Matrix n n R) (k : ℕ) : R :=
  ∑ S ∈ Finset.powersetCard k Finset.univ, slaterMinor A S

/-- The character of a single electron is the trace of the orbital transformation. -/
theorem highSpinCharacter_one (A : Matrix n n R) : highSpinCharacter A 1 = A.trace := by
  have hs : ∀ i, slaterMinor A {i} = A i i := by
    intro i
    haveI : Subsingleton {x // x ∈ ({i} : Finset n)} :=
      ⟨fun a b => Subtype.ext
        ((Finset.mem_singleton.mp a.2).trans (Finset.mem_singleton.mp b.2).symm)⟩
    exact det_eq_elem_of_subsingleton _ ⟨i, Finset.mem_singleton_self i⟩
  unfold highSpinCharacter
  rw [Finset.powersetCard_one, Finset.sum_map]
  exact Finset.sum_congr rfl (fun i _ => hs i)

end

end ParticleHoleCharacters
```

The error:

```
Main.lean:25:4: warning: Try this: 
  haveI̵

The goal is a proposition, so `have` is preferred over `haveI`.
The difference between `have` and `haveI` is that `haveI` inlines the value.
But this is not relevant for proofs because of proof irrelevance.

Note: This linter can be disabled with `set_option linter.style.haveILetI false`
Main.lean:28:40: error: Invalid `⟨...⟩` notation: The expected type of this term could not be determined
```

What went wrong. The error falls on `⟨i, Finset.mem_singleton_self i⟩`, which is meant to be the orbital `i` as an element of the one-element set `{i}`. Lean can read such a bracket only when it knows what type is wanted. Here that type is the index type of the matrix given to `det_eq_elem_of_subsingleton`, and the matrix was left as `_`. Lean therefore put the bracket off and tried to find the matrix by matching the lemma's conclusion, `det M = M k k`, with the goal `slaterMinor A {i} = A i i`.

The definition of `slaterMinor` is no obstacle to this, since Lean can unfold it. The trouble is on the right-hand side. With `M` the submatrix, `M k k` is the entry of `A` at the orbital underlying `k`, so Lean has to check that this orbital is `i`. But `k` is the very bracket that has not yet been read. The match fails as a whole, the index type is not kept, and the bracket is left without a type.

The repair writes the submatrix out, which fixes the index type before the bracket is read. The type written beside the bracket states the same thing again. The result `h` equates the determinant of the submatrix with its only entry. `exact h` then closes the goal, because `k` is now known and the two statements agree once `slaterMinor` and `submatrix` are unfolded.

The change from `haveI` to `have` is mere tidying. It answers the style warning and has no part in curing the error.

The mended proof, as a diff:

```diff
@@ -23,8 +23,12 @@
   have hs : ∀ i, slaterMinor A {i} = A i i := by
     intro i
-    haveI : Subsingleton {x // x ∈ ({i} : Finset n)} :=
+    have : Subsingleton {x // x ∈ ({i} : Finset n)} :=
       ⟨fun a b => Subtype.ext
         ((Finset.mem_singleton.mp a.2).trans (Finset.mem_singleton.mp b.2).symm)⟩
-    exact det_eq_elem_of_subsingleton _ ⟨i, Finset.mem_singleton_self i⟩
+    have h := det_eq_elem_of_subsingleton
+      (A.submatrix (fun j : {x // x ∈ ({i} : Finset n)} => j.1)
+        (fun j : {x // x ∈ ({i} : Finset n)} => j.1))
+      (⟨i, Finset.mem_singleton_self i⟩ : {x // x ∈ ({i} : Finset n)})
+    exact h
   unfold highSpinCharacter
   rw [Finset.powersetCard_one, Finset.sum_map]
```
